# The least logarithmic bandwidth cost of truncation steps that share an error budget

A calculation has a finite number of truncation steps, at least one, labelled by $k$. Step $k$ has a threshold $e_k>0$, an amplification $a_k>0$ by which its error has grown at the end of the calculation, and a decay length $w_k>0$. The total error is counted in the worst case, without cancellation, as $\sum_k a_k e_k$, and the number $\varepsilon$ bounds it: $\sum_k a_k e_k\le\varepsilon$. The actual error can be smaller, so thresholds outside this budget, with a cost below the floor derived here, may still be accurate enough. All these quantities are dimensionless real numbers, lengths being measured in a fixed unit, and $\ln$ is `Real.log`.

```lean
import Mathlib

open Finset

namespace TruncationBudget

noncomputable section

variable {ι : Type*} [Fintype ι]
```

The type `ι` is the finite set of step labels. A function `ι → ℝ` assigns a real number to each step, so `e k` is $e_k$.

```lean
/-- Total bandwidth cost `∑ w_k ln(1/e_k)` of truncation steps with decay lengths `w_k` and
thresholds `e_k > 0`. -/
def bandwidthCost (w e : ι → ℝ) : ℝ := ∑ k, w k * Real.log (1 / e k)
```

This is the cost $C=\sum_k w_k\ln(1/e_k)$, a sum of bandwidths. The bandwidth of step $k$ is the distance from which on matrix elements that decay as $e^{-r/w_k}$ are at most $e_k$. The cost is linear in each bandwidth, whereas the work in a sparse matrix product generally grows faster.

```lean
/-- The value `W ln(W/ε) + ∑ w_k ln(a_k/w_k)` with `W = ∑ w_k`, for decay lengths `w_k > 0`,
amplifications `a_k > 0` and total error `ε > 0`. -/
def costFloor (w a : ι → ℝ) (ε : ℝ) : ℝ :=
  (∑ k, w k) * Real.log ((∑ k, w k) / ε) + ∑ k, w k * Real.log (a k / w k)
```

With $W=\sum_k w_k$, the floor is $F=W\ln(W/\varepsilon)+\sum_k w_k\ln(a_k/w_k)$. At this point it is only a formula; that it bounds the cost is proved below.

```lean
/-- The amplified error `a_k e_k` of step `k` divided by the share `w_k ε / ∑ w_j` of the total
error, for `w_k > 0` and `ε > 0`. -/
def relativeShare (w a e : ι → ℝ) (ε : ℝ) (k : ι) : ℝ :=
  a k * e k * (∑ j, w j) / (w k * ε)
```

Give each step a share of the budget proportional to its decay length, $w_k\varepsilon/W$. The relative share $x_k=a_ke_kW/(w_k\varepsilon)$ compares the amplified error with that allotment, and $x_k=1$ means that the step spends exactly its share.

```lean
/-- The threshold `w_k ε / (a_k ∑ w_j)`, for `w_k > 0` and `a_k > 0`. -/
def proportionalThreshold (w a : ι → ℝ) (ε : ℝ) (k : ι) : ℝ :=
  w k * ε / ((∑ j, w j) * a k)
```

Solving $x_k=1$ for the threshold gives $e_k=w_k\varepsilon/(Wa_k)$.

## Where the logarithm and the amplifications come from

```lean
/-- A matrix element decaying as `exp(-r/ξ)`, with `ξ > 0`, is at most the threshold `ε > 0`
exactly when the distance `r` is at least `ξ ln(1/ε)`. -/
theorem decay_le_threshold_iff {r ξ ε : ℝ} (hξ : 0 < ξ) (hε : 0 < ε) :
    Real.exp (-r / ξ) ≤ ε ↔ ξ * Real.log (1 / ε) ≤ r := by
  rw [← Real.le_log_iff_exp_le hε, one_div, Real.log_inv, div_le_iff₀ hξ]
  constructor <;> intro h <;> linarith
```

In a theorem, the brackets before the final colon hold the variables and hypotheses, and the claim follows it; `↔` means "if and only if". Here $\xi$ plays the role of $w_k$, and the local `ε` that of a single threshold $e_k$. Taking logarithms,
$$e^{-r/\xi}\le\varepsilon\iff -r/\xi\le\ln\varepsilon\iff r\ge\xi\ln(1/\varepsilon).$$
The exponential decay is assumed; it stands for the short-ranged density matrix of a gapped system. For a threshold above 1 the "bandwidth" is negative, and the cost counts it as such.

```lean
/-- If step `k` of an iteration has Lipschitz constant `L_k ≥ 0` and is truncated with error at
most `e_k`, then from a common start the error after `n` steps is at most the sum of the `e_k`,
each amplified by the product of the later Lipschitz constants. -/
theorem error_propagation {E : Type*} [NormedAddCommGroup E] (f : ℕ → E → E) (L e : ℕ → ℝ)
    (X Y : ℕ → E) (hL : ∀ k, 0 ≤ L k) (hf : ∀ k x y, ‖f k x - f k y‖ ≤ L k * ‖x - y‖)
    (hX : ∀ k, X (k + 1) = f k (X k)) (hY : ∀ k, ‖Y (k + 1) - f k (Y k)‖ ≤ e k)
    (h0 : Y 0 = X 0) (n : ℕ) :
    ‖Y n - X n‖ ≤ ∑ k ∈ range n, (∏ j ∈ Ico (k + 1) n, L j) * e k := by
  induction n with
  | zero => simp [h0]
  | succ n ih =>
    -- one more step multiplies all earlier amplifications by `L n`
    have hs : ∑ k ∈ range n, (∏ j ∈ Ico (k + 1) (n + 1), L j) * e k
        = L n * ∑ k ∈ range n, (∏ j ∈ Ico (k + 1) n, L j) * e k := by
      rw [Finset.mul_sum]
      refine Finset.sum_congr rfl fun k hk => ?_
      have hk' := Finset.mem_range.mp hk
      rw [Finset.prod_Ico_succ_top (by omega)]
      ring
    rw [Finset.sum_range_succ, hs, Finset.Ico_self, Finset.prod_empty, one_mul]
    have h1 : ‖Y (n + 1) - X (n + 1)‖
        ≤ ‖Y (n + 1) - f n (Y n)‖ + ‖f n (Y n) - f n (X n)‖ := by
      rw [hX, ← sub_add_sub_cancel (Y (n + 1)) (f n (Y n)) (f n (X n))]
      exact norm_add_le _ _
    have h2 := mul_le_mul_of_nonneg_left ih (hL n)
    linarith [hY n, hf n (Y n) (X n)]
```

`X` is the exact iteration and `Y` the truncated one, in any real or other normed space `E`. Step $k$ stretches distances by at most $L_k$, and its truncation adds an error of norm at most $e_k$. The triangle inequality gives
$$\|Y_{n+1}-X_{n+1}\|\le e_n+L_n\|Y_n-X_n\|.$$
Starting from zero error and iterating,
$$\|Y_n-X_n\|\le\sum_{k=0}^{n-1}a_ke_k,\qquad a_k=\prod_{j=k+1}^{n-1}L_j.$$
The `induction` follows this recursion: `hs` multiplies the old sum by $L_n$, `h1` is the triangle inequality, and `linarith` combines the linear inequalities.

Two idealisations enter here. The Lipschitz bound is required on all of `E`, which a nonlinear matrix polynomial does not satisfy globally. The norm error of a step is also not derived from its element threshold; using one $e_k$ for both assumes that they are proportional, with the constant absorbed into $a_k$.

## The bound with decay lengths

```lean
/-- For positive data, the bandwidth cost exceeds `costFloor` by minus the weighted sum of the
logarithms of the relative error shares. -/
theorem cost_sub_floor [Nonempty ι] {w a e : ι → ℝ} {ε : ℝ} (hw : ∀ k, 0 < w k)
    (ha : ∀ k, 0 < a k) (he : ∀ k, 0 < e k) (hε : 0 < ε) :
    bandwidthCost w e - costFloor w a ε
      = -∑ k, w k * Real.log (relativeShare w a e ε k) := by
  have hW : 0 < ∑ j, w j := Finset.sum_pos (fun k _ => hw k) Finset.univ_nonempty
  have key : ∀ W : ℝ, 0 < W → ∀ k, w k * Real.log (a k * e k * W / (w k * ε))
      = w k * Real.log (W / ε) + w k * Real.log (a k / w k) - w k * Real.log (1 / e k) := by
    intro W hW k
    have h1 := hw k
    have h2 := ha k
    have h3 := he k
    have hx : a k * e k * W / (w k * ε) = W / ε * (a k / w k) / (1 / e k) := by
      field_simp
    rw [hx, Real.log_div (by positivity) (by positivity),
      Real.log_mul (by positivity) (by positivity)]
    ring
  unfold bandwidthCost costFloor relativeShare
  rw [Finset.sum_congr rfl (fun k _ => key _ hW k), Finset.sum_sub_distrib,
    Finset.sum_add_distrib, ← Finset.sum_mul]
  ring
```

Split the logarithm of the relative share:
$$\ln x_k=\ln\frac W\varepsilon+\ln\frac{a_k}{w_k}-\ln\frac1{e_k}.$$
Multiplying by $w_k$ and summing gives $\sum_k w_k\ln x_k=F-C$, which is the claim $C-F=-\sum_k w_k\ln x_k$. In the proof, `key` is the split for one step, and the last lines sum it.

```lean
/-- For positive decay lengths, amplifications and thresholds with `∑ a_k e_k ≤ ε`, the bandwidth
cost is at least `costFloor`, with equality iff each `a_k e_k` equals `w_k ε / ∑ w_j`. -/
theorem weighted_cost_bound [Nonempty ι] {w a e : ι → ℝ} {ε : ℝ} (hw : ∀ k, 0 < w k)
    (ha : ∀ k, 0 < a k) (he : ∀ k, 0 < e k) (hb : ∑ k, a k * e k ≤ ε) :
    costFloor w a ε ≤ bandwidthCost w e ∧
      (bandwidthCost w e = costFloor w a ε ↔ ∀ k, a k * e k = w k * ε / ∑ j, w j) := by
  have hW : 0 < ∑ j, w j := Finset.sum_pos (fun k _ => hw k) Finset.univ_nonempty
  have hε : 0 < ε :=
    (Finset.sum_pos (fun k _ => mul_pos (ha k) (he k)) Finset.univ_nonempty).trans_le hb
  have hgap := cost_sub_floor hw ha he hε
  have hx : ∀ k, 0 < relativeShare w a e ε k := fun k =>
    div_pos (mul_pos (mul_pos (ha k) (he k)) hW) (mul_pos (hw k) hε)
  have hone : ∀ k, relativeShare w a e ε k = 1 ↔ a k * e k = w k * ε / ∑ j, w j := by
    intro k
    unfold relativeShare
    rw [div_eq_one_iff_eq (mul_pos (hw k) hε).ne', eq_div_iff hW.ne']
  -- the error budget bounds the weighted mean of the relative shares by one
  have hsum : ∑ k, w k * (relativeShare w a e ε k - 1) ≤ 0 := by
    have ht : ∀ k, w k * (relativeShare w a e ε k - 1)
        = a k * e k * ((∑ j, w j) / ε) - w k := by
      intro k
      have h1 := hw k
      have h2 : w k * relativeShare w a e ε k = a k * e k * ((∑ j, w j) / ε) := by
        unfold relativeShare
        field_simp
      rw [mul_sub, h2, mul_one]
    rw [Finset.sum_congr rfl (fun k _ => ht k), Finset.sum_sub_distrib, ← Finset.sum_mul]
    have h3 := mul_le_mul_of_nonneg_right hb (div_pos hW hε).le
    rw [mul_div_cancel₀ _ hε.ne'] at h3
    linarith
  have hlog : ∀ k, w k * Real.log (relativeShare w a e ε k)
      ≤ w k * (relativeShare w a e ε k - 1) := fun k =>
    mul_le_mul_of_nonneg_left (Real.log_le_sub_one_of_pos (hx k)) (hw k).le
  refine ⟨by linarith [Finset.sum_le_sum (fun k (_ : k ∈ univ) => hlog k)], ?_, ?_⟩
  · intro h k
    rw [← hone k]
    by_contra hk
    -- a single share different from one makes the logarithmic inequality strict
    have hlt := Finset.sum_lt_sum (fun k (_ : k ∈ univ) => hlog k)
      ⟨k, Finset.mem_univ k,
        mul_lt_mul_of_pos_left (Real.log_lt_sub_one_of_pos (hx k) hk) (hw k)⟩
    linarith
  · intro h
    have hz : ∑ k, w k * Real.log (relativeShare w a e ε k) = 0 :=
      Finset.sum_eq_zero fun k _ => by rw [(hone k).2 (h k), Real.log_one, mul_zero]
    linarith
```

The symbol `∧` joins two claims: $F\le C$, and $C=F$ exactly when $a_ke_k=w_k\varepsilon/W$ for every $k$. No hypothesis says $\varepsilon>0$, because it follows from the budget and the positive errors (`hε`).

The budget gives $\sum_k w_kx_k=(W/\varepsilon)\sum_k a_ke_k\le W$, hence $\sum_k w_k(x_k-1)\le0$; this is `hsum`. Since $\ln x\le x-1$ for $x>0$ (`hlog`),
$$C-F=-\sum_k w_k\ln x_k\ge-\sum_k w_k(x_k-1)\ge0.$$
The logarithmic inequality is strict unless $x=1$. If some $x_k\ne1$, then $C>F$; Lean argues this by contradiction with `by_contra`. If all $x_k=1$, every logarithm vanishes and $C=F$. The lemma `hone` translates $x_k=1$ into the stated condition.

```lean
/-- For at least one step and positive data, the proportional thresholds are positive, satisfy
`∑ a_k e_k = ε`, and have bandwidth cost equal to `costFloor`. -/
theorem proportionalThreshold_optimal [Nonempty ι] {w a : ι → ℝ} {ε : ℝ} (hw : ∀ k, 0 < w k)
    (ha : ∀ k, 0 < a k) (hε : 0 < ε) :
    (∀ k, 0 < proportionalThreshold w a ε k) ∧
      ∑ k, a k * proportionalThreshold w a ε k = ε ∧
      bandwidthCost w (proportionalThreshold w a ε) = costFloor w a ε := by
  have hW : 0 < ∑ j, w j := Finset.sum_pos (fun k _ => hw k) Finset.univ_nonempty
  have hpos : ∀ k, 0 < proportionalThreshold w a ε k := fun k =>
    div_pos (mul_pos (hw k) hε) (mul_pos hW (ha k))
  have hk : ∀ k, a k * proportionalThreshold w a ε k = w k * ε / ∑ j, w j := by
    intro k
    have h1 := ha k
    unfold proportionalThreshold
    field_simp
  have hb : ∑ k, a k * proportionalThreshold w a ε k = ε := by
    rw [Finset.sum_congr rfl (fun k _ => hk k), ← Finset.sum_div, ← Finset.sum_mul,
      mul_div_cancel_left₀ _ hW.ne']
  exact ⟨hpos, hb, (weighted_cost_bound hw ha hpos hb.le).2.2 hk⟩
```

The floor is attained. The proportional thresholds are positive, and $\sum_k a_ke_k=\sum_k w_k\varepsilon/W=\varepsilon$, so they spend the whole budget. The equality case of the previous theorem then gives $C=F$.

## Equal decay lengths

```lean
/-- For `n ≥ 1` steps with positive thresholds and amplifications and `∑ a_k e_k ≤ ε`, the cost
`∑ ln(1/e_k)` is at least `n ln(n/ε) + ∑ ln a_k`, with equality iff every `a_k e_k` is `ε/n`. -/
theorem logarithmic_cost_bound {n : ℕ} (hn : 1 ≤ n) {a e : Fin n → ℝ} {ε : ℝ}
    (ha : ∀ k, 0 < a k) (he : ∀ k, 0 < e k) (hb : ∑ k, a k * e k ≤ ε) :
    n * Real.log (n / ε) + ∑ k, Real.log (a k) ≤ ∑ k, Real.log (1 / e k) ∧
      (∑ k, Real.log (1 / e k) = n * Real.log (n / ε) + ∑ k, Real.log (a k) ↔
        ∀ k, a k * e k = ε / n) := by
  have : Nonempty (Fin n) := ⟨⟨0, hn⟩⟩
  have h := weighted_cost_bound (w := fun _ => (1 : ℝ)) (fun _ => one_pos) ha he hb
  simp only [bandwidthCost, costFloor, Finset.sum_const, Finset.card_univ, Fintype.card_fin,
    nsmul_eq_mul, mul_one, one_mul, div_one] at h
  exact h
```

`Fin n` is the set of labels $0,\dots,n-1$. With every $w_k=1$ we have $W=n$, and the weighted theorem becomes
$$\sum_k\ln\frac1{e_k}\ge n\ln\frac n\varepsilon+\sum_k\ln a_k,$$
with equality if and only if every $a_ke_k=\varepsilon/n$. The proof inserts the unit weights, and `simp` simplifies the sums.

For linear-scaling electronic structure, this suggests tighter thresholds for the steps whose errors grow most, in a model where cost is linear in bandwidth and the amplifications are fixed numbers.

Without the budget hypothesis the bound can fail. Take one step with $a_0=1$, $\varepsilon=0.1$ and $e_0=0.2$: the cost is $\ln5$, below the floor $\ln10$.

```lean
/-- For `n ≥ 1` and positive `a_k` and `ε`, the value `n ln(∑ a_j / ε)` equals
`n ln(n/ε) + ∑ ln a_k` iff every `a_k` is the mean `(∑ a_j) / n`. -/
theorem common_threshold_optimal_iff {n : ℕ} (hn : 1 ≤ n) {a : Fin n → ℝ} {ε : ℝ}
    (ha : ∀ k, 0 < a k) (hε : 0 < ε) :
    n * Real.log ((∑ j, a j) / ε) = n * Real.log (n / ε) + ∑ k, Real.log (a k) ↔
      ∀ k, a k = (∑ j, a j) / n := by
  have : Nonempty (Fin n) := ⟨⟨0, hn⟩⟩
  have hA : 0 < ∑ j, a j := Finset.sum_pos (fun k _ => ha k) Finset.univ_nonempty
  have hn0 : (n : ℝ) ≠ 0 := Nat.cast_ne_zero.mpr (by omega)
  have hb : ∑ k, a k * (ε / ∑ j, a j) ≤ ε := by
    rw [← Finset.sum_mul, mul_div_cancel₀ _ hA.ne']
  have h := (logarithmic_cost_bound hn ha (fun _ => div_pos hε hA) hb).2
  simp only [one_div_div, Finset.sum_const, Finset.card_univ, Fintype.card_fin,
    nsmul_eq_mul] at h
  rw [h]
  refine forall_congr' fun k => ?_
  have h2 : a k * (ε / ∑ j, a j) * n = a k * n * ε / ∑ j, a j := by ring
  rw [eq_div_iff hn0, eq_div_iff hn0, h2, div_eq_iff hA.ne', mul_comm ε,
    mul_left_inj' hε.ne']
```

Let $A=\sum_j a_j$. The largest common threshold within the budget is $\varepsilon/A$, and it costs $n\ln(A/\varepsilon)$. By the equality condition it is optimal exactly when $a_k\varepsilon/A=\varepsilon/n$, that is $a_k=A/n$ for every $k$: all amplifications are equal. The proof applies the previous theorem to this constant threshold and rearranges the condition.

```lean
/-- For `n ≥ 1`, `L > 0` and positive thresholds with `∑ L^(n-1-k) e_k ≤ ε`, where `k` runs from `0`
to `n-1`, the cost `∑ ln(1/e_k)` is at least `n ln(n/ε) + n(n-1)/2 · ln L`. -/
theorem constant_amplification_bound {n : ℕ} (hn : 1 ≤ n) {L ε : ℝ} {e : Fin n → ℝ}
    (hL : 0 < L) (he : ∀ k, 0 < e k) (hb : ∑ k : Fin n, L ^ (n - 1 - (k : ℕ)) * e k ≤ ε) :
    n * Real.log (n / ε) + n * (n - 1) / 2 * Real.log L ≤ ∑ k, Real.log (1 / e k) := by
  have h := (logarithmic_cost_bound hn (fun k => pow_pos hL (n - 1 - (k : ℕ))) he hb).1
  have hsum : ∀ m : ℕ, ∑ j ∈ range m, Real.log (L ^ j) = m * (m - 1) / 2 * Real.log L := by
    intro m
    induction m with
    | zero => simp
    | succ m ih =>
      rw [Finset.sum_range_succ, ih, Real.log_pow]
      push_cast
      ring
  -- reversing the order of the steps turns the exponents into 0, 1, ..., n-1
  rw [Fin.sum_univ_eq_sum_range (fun k => Real.log (L ^ (n - 1 - k))) n,
    Finset.sum_range_reflect (fun k => Real.log (L ^ k)) n, hsum n] at h
  exact h

end

end TruncationBudget
```

If every step has the same Lipschitz constant $L>0$ and a truncation error of norm at most $e_k$, then $a_k=L^{n-1-k}$ and
$$\sum_{k=0}^{n-1}\ln a_k=\ln L\sum_{j=0}^{n-1}j=\frac{n(n-1)}2\ln L.$$
This is the term added to $n\ln(n/\varepsilon)$; it raises the floor for $L>1$ and lowers it for $L<1$ once $n\ge2$. In Lean, `hsum` evaluates the sum by induction, and `Finset.sum_range_reflect` reverses the order of the steps.

```lean
#print axioms TruncationBudget.proportionalThreshold_optimal
#print axioms TruncationBudget.logarithmic_cost_bound
#print axioms TruncationBudget.common_threshold_optimal_iff
#print axioms TruncationBudget.constant_amplification_bound
```

```
'TruncationBudget.proportionalThreshold_optimal' depends on axioms: [propext, Classical.choice, Quot.sound]
'TruncationBudget.logarithmic_cost_bound' depends on axioms: [propext, Classical.choice, Quot.sound]
'TruncationBudget.common_threshold_optimal_iff' depends on axioms: [propext, Classical.choice, Quot.sound]
'TruncationBudget.constant_amplification_bound' depends on axioms: [propext, Classical.choice, Quot.sound]
```
